# Effective Hamiltonians from nonzero projected eigenstates with distinct energies: existence requires independence, Hermiticity requires orthogonality

Let V be a complex inner product space and H a Hermitian operator on it. The inner product ⟨x, y⟩ is conjugate-linear in x and linear in y. Take m eigenvectors v_0, …, v_{m−1} with

H v_k = E_k v_k,

where the energies E_k are pairwise distinct. The model space S is an m-dimensional subspace of V, and P is the orthogonal projection onto it. Write

p_k = P v_k,  q_k = v_k − p_k

for the parts of v_k inside and outside S. All p_k are assumed nonzero: every chosen state must leave some trace in the model space. The v_k need not be normalised.

An effective Hamiltonian is a linear operator K on S that satisfies

K p_k = E_k p_k for every k.

## The criterion and the Hermiticity defect

Under these assumptions:

- K exists if and only if the p_k are linearly independent.
- There is at most one such K.
- K is Hermitian if and only if ⟨p_j, p_k⟩ = 0 for all j ≠ k.

The last point comes from an identity that also measures how far K is from being Hermitian:

⟨p_j, K p_k⟩ − ⟨K p_j, p_k⟩ = (E_k − E_j) ⟨p_j, p_k⟩.

Two further facts hold. The eigenvalues of K are exactly the E_k, and for j ≠ k the overlap inside S is fixed by the overlap outside it:

⟨p_j, p_k⟩ = −⟨q_j, q_k⟩.

## Fitting a small Hamiltonian to computed eigenstates

The result applies when a code compresses m computed eigenstates with distinct energies into an m × m model Hamiltonian by imposing K p_k = E_k p_k, for instance on a few localised orbitals or spin configurations. A code that first orthonormalises the projections builds a different operator in general, and the criterion does not describe that one. In an orthonormal basis of S, let B be the matrix whose columns are the coefficients of the p_k. Then

K = B diag(E_0, …, E_{m−1}) B⁻¹.

The code relies on B being invertible, which is the independence condition. If it then passes K to a Hermitian eigensolver, it also relies on the p_k being orthogonal. Replacing K by (K + K†)/2 restores Hermiticity but can shift the energies that K was built to reproduce.

## A 3 × 3 Hamiltonian with all three outcomes

Let H have the rows

(2, −1, 0)
(−1, 3, 1)
(0, 1, 2).

Its eigenvectors are (1, 0, 1) with energy 2, (1, 1, −1) with energy 1, and (1, −2, −1) with energy 4.

**K exists but is not Hermitian.** Let S be spanned by the first two coordinate vectors, with v_0 = (1, 0, 1) and v_1 = (1, 1, −1). Then p_0 = (1, 0) and p_1 = (1, 1), which are independent with overlap 1. The conditions K(1, 0) = (2, 0) and K(1, 1) = (1, 1) give K the rows

(2, −1)
(0, 1).

The defect for j = 0, k = 1 is 1 − 2 = −1, in agreement with (E_1 − E_0)⟨p_0, p_1⟩ = (1 − 2) · 1. If v_0 and v_1 are normalised, the overlap becomes 1/√6 and the defect −1/√6, while K is unchanged. The average (K + K†)/2 has eigenvalues 3/2 ± 1/√2, about 2.207 and 0.793, instead of 2 and 1.

**K is Hermitian.** Keep the same states but let S be spanned by the first and third coordinate vectors. Now p_0 = (1, 1) and p_1 = (1, −1) are orthogonal, and K has the rows

(3/2, 1/2)
(1/2, 3/2).

**K does not exist.** In this second model space, choose the states with energies 1 and 4 instead. Both project to (1, −1), and no linear operator can multiply the same nonzero vector by both 1 and 4.

## Derivation from the eigenvalue equations

**The energies are real.** Each v_k is nonzero because p_k is. From ⟨H v_k, v_k⟩ = ⟨v_k, H v_k⟩ we get

conj(E_k) ⟨v_k, v_k⟩ = E_k ⟨v_k, v_k⟩,

and dividing by ⟨v_k, v_k⟩ ≠ 0 gives conj(E_k) = E_k.

**Existence implies independence.** Suppose K exists and the p_k are dependent. Among all nontrivial relations Σ_k c_k p_k = 0, choose one with the fewest nonzero coefficients, and let c_l ≠ 0. Apply K and subtract E_l times the relation:

Σ_k c_k (E_k − E_l) p_k = 0.

The term k = l has gone, and every other nonzero coefficient stays nonzero because the energies are distinct. By minimality there were no other terms, so c_l p_l = 0. This contradicts p_l ≠ 0.

**Independence implies existence.** If the m vectors p_k are independent, they form a basis of the m-dimensional space S. Prescribing K p_k = E_k p_k on this basis defines a linear operator.

**Uniqueness.** If K and K' both satisfy the condition, the p_k are independent by the argument above and hence form a basis. The two operators agree on it, so K = K'.

**Hermiticity.** Since E_j is real,

⟨p_j, K p_k⟩ − ⟨K p_j, p_k⟩ = E_k ⟨p_j, p_k⟩ − conj(E_j) ⟨p_j, p_k⟩ = (E_k − E_j) ⟨p_j, p_k⟩.

If K is Hermitian, the left side is zero, and for j ≠ k the factor E_k − E_j is not, so the overlap vanishes. Conversely, if the p_k are pairwise orthogonal, the right side is zero for all j and k, including j = k. Expanding x = Σ_j a_j p_j and y = Σ_k b_k p_k then gives

⟨K x, y⟩ = Σ_{j,k} conj(a_j) b_k ⟨K p_j, p_k⟩ = Σ_{j,k} conj(a_j) b_k ⟨p_j, K p_k⟩ = ⟨x, K y⟩.

**Spectrum.** Each p_k is an eigenvector of K with eigenvalue E_k. If K x = μ x with x = Σ_k a_k p_k nonzero, comparing coefficients gives (E_k − μ) a_k = 0 for every k. If μ differed from all the E_k, x would be zero, so μ is one of them.

**Outer components.** For j ≠ k, Hermiticity of H gives (E_j − E_k) ⟨v_j, v_k⟩ = 0, hence ⟨v_j, v_k⟩ = 0. The q's are orthogonal to S, so the cross terms vanish:

0 = ⟨v_j, v_k⟩ = ⟨p_j, p_k⟩ + ⟨q_j, q_k⟩.

Thus K is Hermitian exactly when the parts of the eigenstates outside S are pairwise orthogonal.

## The Lean file

```lean
import Mathlib

open scoped InnerProductSpace ComplexConjugate

namespace BlochEffectiveHamiltonian

variable {V : Type*} [NormedAddCommGroup V] [InnerProductSpace ℂ V]
variable (S : Submodule ℂ V) [FiniteDimensional ℂ S]

/-- The component `P x` of a state `x` in the model space `S`, by orthogonal projection. -/
noncomputable def modelPart (x : V) : S := S.orthogonalProjectionOnto x

/-- `K` is an effective Hamiltonian on the model space for the states `v k` and energies `E k`:
it satisfies `K (P v k) = E k • P v k` for every `k`. -/
def IsEffective {m : ℕ} (v : Fin m → V) (E : Fin m → ℂ) (K : S →ₗ[ℂ] S) : Prop :=
  ∀ k, K (modelPart S (v k)) = E k • modelPart S (v k)

variable {S} {m : ℕ} {v : Fin m → V} {E : Fin m → ℂ} {K : S →ₗ[ℂ] S} {H : V →ₗ[ℂ] V}

/-- An eigenvalue of a Hermitian operator with a nonzero eigenvector is real. -/
theorem eigenvalue_real (hH : H.IsSymmetric) {x : V} {e : ℂ} (hx : H x = e • x)
    (hx0 : x ≠ 0) : conj e = e := by
  have h := hH x x
  rw [hx, inner_smul_left, inner_smul_right] at h
  exact mul_right_cancel₀ (inner_self_ne_zero.mpr hx0) h

/-- If an effective Hamiltonian exists, the energies are distinct and no projected state
vanishes, then the projected states are linearly independent. -/
theorem independent_of_effective (hE : Function.Injective E)
    (hne : ∀ k, modelPart S (v k) ≠ 0) (hK : IsEffective S v E K) :
    LinearIndependent ℂ (fun k => modelPart S (v k)) :=
  Module.End.eigenvectors_linearIndependent' K E hE _
    fun k => ⟨Module.End.mem_eigenspace_iff.mpr (hK k), hne k⟩

/-- In an `m`-dimensional model space, `m` linearly independent projected states form a basis. -/
theorem exists_basis (hm : Module.finrank ℂ S = m)
    (hli : LinearIndependent ℂ (fun k => modelPart S (v k))) :
    ∃ b : Module.Basis (Fin m) ℂ S, ∀ k, b k = modelPart S (v k) := by
  have hsp := hli.span_eq_top_of_card_eq_finrank' (by simp [hm])
  exact ⟨Module.Basis.mk hli hsp.ge, fun k => Module.Basis.mk_apply hli hsp.ge k⟩

/-- For eigenstates of a Hermitian `H` and an effective Hamiltonian `K` built from them and their
energies, the failure of `K` to be Hermitian between two projected states is their energy difference
times their overlap. -/
theorem hermiticity_defect (hH : H.IsSymmetric) (hv : ∀ k, H (v k) = E k • v k)
    (hK : IsEffective S v E K) (j k : Fin m) :
    ⟪modelPart S (v j), K (modelPart S (v k))⟫_ℂ - ⟪K (modelPart S (v j)), modelPart S (v k)⟫_ℂ
      = (E k - E j) * ⟪modelPart S (v j), modelPart S (v k)⟫_ℂ := by
  by_cases h0 : v j = 0
  · have hz : modelPart S (v j) = 0 := by simp [modelPart, h0]
    simp [hz]
  · rw [hK j, hK k, inner_smul_left, inner_smul_right, eigenvalue_real hH (hv j) h0]
    ring

/-- **Effective Hamiltonian in a model space.** Let `v k` be `m` eigenstates of a Hermitian `H`
with distinct energies and nonzero projections on an `m`-dimensional model space. An effective
Hamiltonian exists iff the projections are linearly independent; there is at most one; and it is
Hermitian iff the projections are pairwise orthogonal. -/
theorem effective_hamiltonian (hH : H.IsSymmetric) (hv : ∀ k, H (v k) = E k • v k)
    (hE : Function.Injective E) (hm : Module.finrank ℂ S = m)
    (hne : ∀ k, modelPart S (v k) ≠ 0) :
    ((∃ K, IsEffective S v E K) ↔ LinearIndependent ℂ (fun k => modelPart S (v k))) ∧
    (∀ K K', IsEffective S v E K → IsEffective S v E K' → K = K') ∧
    (∀ K, IsEffective S v E K → (K.IsSymmetric ↔
      Pairwise fun j k => ⟪modelPart S (v j), modelPart S (v k)⟫_ℂ = 0)) := by
  refine ⟨⟨fun ⟨K, hK⟩ => independent_of_effective hE hne hK, fun hli => ?_⟩, ?_, ?_⟩
  · -- prescribe the action of K on the basis of projected states
    obtain ⟨b, hb⟩ := exists_basis hm hli
    refine ⟨b.constr ℂ (fun k => E k • modelPart S (v k)), fun k => ?_⟩
    have h := b.constr_basis ℂ (fun k => E k • modelPart S (v k)) k
    rwa [hb k] at h
  · intro K K' hK hK'
    obtain ⟨b, hb⟩ := exists_basis hm (independent_of_effective hE hne hK)
    exact b.ext fun k => by rw [hb k, hK k, hK' k]
  · intro K hK
    constructor
    · intro hs j k hjk
      have h := hermiticity_defect hH hv hK j k
      rw [hs (modelPart S (v j)) (modelPart S (v k)), sub_self] at h
      exact (mul_eq_zero.mp h.symm).resolve_left
        (sub_ne_zero.mpr fun h' => hjk (hE h').symm)
    · intro ho
      obtain ⟨b, hb⟩ := exists_basis hm (independent_of_effective hE hne hK)
      -- the defect vanishes on every pair of basis vectors
      have hs : ∀ i j, ⟪K (b i), b j⟫_ℂ = ⟪b i, K (b j)⟫_ℂ := by
        intro i j
        rw [hb i, hb j]
        have h := hermiticity_defect hH hv hK i j
        by_cases hij : i = j
        · subst hij
          rw [sub_self, zero_mul] at h
          exact (sub_eq_zero.mp h).symm
        · rw [ho hij, mul_zero] at h
          exact (sub_eq_zero.mp h).symm
      intro x y
      rw [← b.sum_repr x, ← b.sum_repr y]
      simp only [map_sum, map_smul, sum_inner, inner_sum, inner_smul_left, inner_smul_right, hs]

/-- With distinct energies and nonzero projections on an `m`-dimensional model space, the
eigenvalues of an effective Hamiltonian are exactly the `m` energies `E k`. -/
theorem spectrum_effective (hE : Function.Injective E) (hm : Module.finrank ℂ S = m)
    (hne : ∀ k, modelPart S (v k) ≠ 0) (hK : IsEffective S v E K) (μ : ℂ) :
    Module.End.HasEigenvalue K μ ↔ ∃ k, E k = μ := by
  constructor
  · intro h
    obtain ⟨x, hx⟩ := h.exists_hasEigenvector
    obtain ⟨b, hb⟩ := exists_basis hm (independent_of_effective hE hne hK)
    by_contra hcon
    refine hx.2 (b.forall_coord_eq_zero_iff.mp fun k => ?_)
    -- K multiplies the k-th coordinate by E k
    have hc : b.coord k ∘ₗ K = E k • b.coord k := b.ext fun i => by
      have hi : K (b i) = E i • b i := by
        rw [hb i]
        exact hK i
      by_cases hik : i = k
      · subst hik
        simp [hi]
      · simp [hi, hik]
    have h1 := LinearMap.congr_fun hc x
    rw [LinearMap.comp_apply, hx.apply_eq_smul, map_smul, LinearMap.smul_apply,
      smul_eq_mul, smul_eq_mul] at h1
    have h2 : (E k - μ) * b.coord k x = 0 := by linear_combination -h1
    exact (mul_eq_zero.mp h2).resolve_left (sub_ne_zero.mpr fun h' => hcon ⟨k, h'⟩)
  · rintro ⟨k, rfl⟩
    exact Module.End.hasEigenvalue_of_hasEigenvector
      ⟨Module.End.mem_eigenspace_iff.mpr (hK k), hne k⟩

/-- For two eigenstates of a Hermitian `H` with different energies, the overlap of the model-space
components is minus the overlap of the components outside the model space. -/
theorem overlap_eq_neg_outer (hH : H.IsSymmetric) {x y : V} {e f : ℂ} (hx : H x = e • x)
    (hy : H y = f • y) (hef : e ≠ f) :
    ⟪modelPart S x, modelPart S y⟫_ℂ
      = -⟪x - (modelPart S x : V), y - (modelPart S y : V)⟫_ℂ := by
  have h : ⟪x, y⟫_ℂ = 0 := by
    by_cases h0 : x = 0
    · simp [h0]
    · have h1 := hH x y
      rw [hx, hy, inner_smul_left, inner_smul_right, eigenvalue_real hH hx h0] at h1
      have h2 : (e - f) * ⟪x, y⟫_ℂ = 0 := by linear_combination h1
      exact (mul_eq_zero.mp h2).resolve_left (sub_ne_zero.mpr hef)
  have a : ⟪modelPart S x, modelPart S y⟫_ℂ = ⟪x, (modelPart S y : V)⟫_ℂ :=
    Submodule.inner_orthogonalProjectionOnto_eq_of_mem_right (modelPart S y) x
  have b : ⟪modelPart S x, modelPart S y⟫_ℂ = ⟪(modelPart S x : V), y⟫_ℂ :=
    Submodule.inner_orthogonalProjectionOnto_eq_of_mem_left (modelPart S x) y
  have c : ⟪modelPart S x, modelPart S y⟫_ℂ
      = ⟪(modelPart S x : V), (modelPart S y : V)⟫_ℂ := rfl
  simp only [inner_sub_left, inner_sub_right]
  linear_combination a + b - c + h

/-- Under the hypotheses of `effective_hamiltonian`, an effective Hamiltonian is Hermitian iff the
components of the eigenstates outside the model space are pairwise orthogonal. -/
theorem hermitian_iff_outer_orthogonal (hH : H.IsSymmetric) (hv : ∀ k, H (v k) = E k • v k)
    (hE : Function.Injective E) (hm : Module.finrank ℂ S = m)
    (hne : ∀ k, modelPart S (v k) ≠ 0) (hK : IsEffective S v E K) :
    K.IsSymmetric ↔ Pairwise fun j k =>
      ⟪v j - (modelPart S (v j) : V), v k - (modelPart S (v k) : V)⟫_ℂ = 0 := by
  rw [(effective_hamiltonian hH hv hE hm hne).2.2 K hK]
  constructor
  · intro h j k hjk
    have h1 := overlap_eq_neg_outer (S := S) hH (hv j) (hv k) (hE.ne hjk)
    rw [h hjk] at h1
    exact neg_eq_zero.mp h1.symm
  · intro h j k hjk
    have h1 := overlap_eq_neg_outer (S := S) hH (hv j) (hv k) (hE.ne hjk)
    rwa [h hjk, neg_zero] at h1

end BlochEffectiveHamiltonian
```

```lean
#print axioms BlochEffectiveHamiltonian.effective_hamiltonian
-- 'BlochEffectiveHamiltonian.effective_hamiltonian' depends on axioms: [propext, Classical.choice, Quot.sound]
#print axioms BlochEffectiveHamiltonian.spectrum_effective
-- 'BlochEffectiveHamiltonian.spectrum_effective' depends on axioms: [propext, Classical.choice, Quot.sound]
#print axioms BlochEffectiveHamiltonian.hermitian_iff_outer_orthogonal
-- 'BlochEffectiveHamiltonian.hermitian_iff_outer_orthogonal' depends on axioms: [propext, Classical.choice, Quot.sound]
```

## Lean objects and their physical meaning

`modelPart S (v k)` is p_k, regarded as an element of S. `IsEffective S v E K` is the defining condition on K, and `IsSymmetric` says that an operator can be moved from one side of the inner product to the other. The index type `Fin m` runs from 0 to m − 1.

In `effective_hamiltonian`, `hH` and `hv` say that H is Hermitian with the v_k as eigenstates. The other hypotheses are distinct energies (`hE`), dim S = m (`hm`) and nonzero projections (`hne`). The energies have type ℂ; their reality is derived. The conclusion joins the existence criterion, uniqueness and the Hermiticity criterion.

## Proof steps in the file

`eigenvalue_real` and `hermiticity_defect` carry out the corresponding computations above. The second treats v_j = 0 separately because it does not assume nonzero projections. `independent_of_effective` uses Mathlib's theorem that eigenvectors with distinct eigenvalues are independent, and `exists_basis` turns m independent projections into a basis `b`.

In the main theorem, `b.constr` builds K from its values on the basis, and `b.ext` proves uniqueness by comparing two operators there. For the converse Hermiticity direction, `hs` establishes symmetry on pairs of basis vectors, and `b.sum_repr` expands arbitrary vectors to extend it to all of S.

`spectrum_effective` compares coefficients through `b.coord k`, which reads off the k-th coordinate. `overlap_eq_neg_outer` combines the orthogonality of the eigenstates with the projection identities, and `hermitian_iff_outer_orthogonal` inserts the result into the Hermiticity criterion.

## Guarantees and limits for a code

The theorems hold for every m, including m = 1, where K is always Hermitian because there is no pair to test. V may be infinite-dimensional, but H must be defined on all of V, so an unbounded Hamiltonian with a restricted domain does not fit directly.

Distinct energies are a real restriction. If m = 2 and both states have the same energy E, their projections can be parallel while K = E · 1 still satisfies the condition, so existence no longer implies independence. If the projections are independent, the matrix formula still gives the unique K, but K can then be Hermitian without the projections inside a degenerate level being orthogonal to each other.

The theorems concern exact eigenvectors and make no statement about rounding or approximate eigenpairs. The matrix formula for K and the worked example are ordinary algebra added alongside the compiled results. In floating point, nearly dependent projections make B ill-conditioned, so the condition number of B, computed with its columns scaled to unit length, is worth monitoring. The theorems also leave open which m eigenstates to select and whether the resulting K is a good physical model for anything other than their energies and projections.
